# The lower band of the Rice–Mele chain with only intercell hopping has Berry phase π(1 + Δ/E) modulo 2π

For staggered potential Δ and hopping w > 0, put E = √(Δ² + w²). The Bloch Hamiltonian

H(k) = [[Δ, w exp(−ik)], [w exp(ik), −Δ]]

has the normalised eigenvector

u(k) = (a, −b exp(ik)), with a = √((E − Δ)/2E) and b = √((E + Δ)/2E),

at eigenvalue −E. Its Berry phase, with the sign convention written out here, is

∫₀^{2π} Im⟨u, u′⟩ dk = π(1 + Δ/E).

In this gauge the phase increases strictly with Δ, from the limit 0 at −∞ to the limit 2π at +∞.

## An electron shared by one bond

The Rice–Mele chain has two sites per cell, with on-site energies Δ and −Δ. Full dimerization means that one of the two alternating hoppings is zero. Here it is the hopping inside the cell, and only the hopping w between neighbouring cells remains. The chain then falls apart into separate two-site bonds. The trace of H(k) is zero, so −E is the lower of two flat bands.

The numbers a² and b² are the weights of the lower state on the first and second site. A large negative Δ puts the electron on the first site, and a large positive Δ puts it on the second. The Berry phase is 2πb², so it records how far the electron has moved across the bond. For this non-interacting two-band chain, the formula gives an exact value against which a numerical Berry-phase calculation can be compared modulo 2π, provided that it uses the same sign convention and the same Bloch basis.

## The model and its conventions in Lean

`hamiltonian Δ w k` is a complex 2×2 matrix, and `lowerState Δ w k` is a vector of type `Fin 2 → ℂ`. The definitions `energy`, `ampA` and `ampB` are E, a and b. The wave number k is dimensionless, with lattice constant one, and the Bloch basis carries no phase for the position of a site inside its cell.

The inner product is `star u ⬝ᵥ v`, which conjugates the first argument. Normalisation means that `star u ⬝ᵥ u` equals 1. `berryPhase` takes a curve of states and integrates the imaginary part of ⟨u, u′⟩ from 0 to 2π. The other common convention, i∫⟨u, u′⟩ dk, gives the opposite sign here.

The theorems say the following for every w > 0:

- `lowerState_eigen` and `lowerState_unit` give the eigenvalue equation and the normalisation for all real Δ and k.
- `berryPhase_lowerState` gives the closed formula.
- `berryPhase_gauge` multiplies u by exp(iφ(k)), where φ has a continuous derivative and φ(2π) = φ(0) + 2πn for an integer n. The Berry phase then changes by exactly 2πn.
- `berryPhase_response` gives the derivative with respect to Δ as πw²/E³.
- `berryPhase_sweep` gives strict monotonicity and both limits.

The gauge theorem shows that, in this fixed Bloch basis, only the value modulo 2π is independent of the gauge. The rise from 0 to 2π refers to the stated family of vectors, and a winding number that depends on Δ would spoil it. The sweep is also not a closed pumping cycle, since its two ends are different atomic limits. Hopping inside the cell, interactions and the conversion of the phase into a dipole moment are not part of the model.

## From the amplitudes to the phase

Since w > 0, we have E > |Δ|, so a and b are positive. From E² = Δ² + w² follows

w² = (E − Δ)(E + Δ).

Therefore

(wb)² = (E − Δ)(E + Δ)²/2E = ((E + Δ)a)².

Both sides are squares of positive numbers, so wb = (E + Δ)a. In the same way, wa = (E − Δ)b. The two components of H(k)u(k) are then

Δa − wb = Δa − (E + Δ)a = −Ea,

exp(ik)(wa + Δb) = exp(ik)Eb = −E(−b exp(ik)).

This is the eigenvalue equation. The norm is ⟨u, u⟩ = a² + b² = 1.

Only the second component depends on k, so

u′(k) = (0, −ib exp(ik)),

⟨u, u′⟩ = (−b exp(−ik))(−ib exp(ik)) = ib².

The integrand is the constant b², and the integral is

2πb² = π(E + Δ)/E = π(1 + Δ/E).

For a change of gauge, let v = exp(iφ)u. The product rule and ⟨u, u⟩ = 1 give

⟨v, v′⟩ = ⟨u, u′⟩ + iφ′.

The extra term integrates to φ(2π) − φ(0) = 2πn.

## The response to the staggered potential

With dE/dΔ = Δ/E, the quotient rule gives

d(Δ/E)/dΔ = (E − Δ²/E)/E² = (E² − Δ²)/E³ = w²/E³.

The Berry phase therefore has slope πw²/E³ > 0 and increases strictly. For Δ > 0,

Δ/E = 1/√(1 + (w/Δ)²),

which tends to 1 as Δ → +∞. The ratio is odd in Δ, so it tends to −1 as Δ → −∞. Inserting these values into π(1 + Δ/E) gives the limits 2π and 0.

## The complete Lean file

```lean
import Mathlib

open Matrix Filter Topology
open scoped Real

namespace RiceMelePolarization

noncomputable section

/-- The energy scale `E = √(Δ² + w²)` of the fully dimerized chain. -/
def energy (Δ w : ℝ) : ℝ := Real.sqrt (Δ ^ 2 + w ^ 2)

/-- The fully dimerized Rice-Mele Bloch Hamiltonian with staggered potential `Δ` and
intercell hopping `w`. -/
def hamiltonian (Δ w k : ℝ) : Matrix (Fin 2) (Fin 2) ℂ :=
  !![(Δ : ℂ), (w : ℂ) * Complex.exp (-((k : ℂ) * Complex.I));
     (w : ℂ) * Complex.exp ((k : ℂ) * Complex.I), -(Δ : ℂ)]

/-- The modulus of the Bloch state on the first site of the cell. -/
def ampA (Δ w : ℝ) : ℝ := Real.sqrt ((energy Δ w - Δ) / (2 * energy Δ w))

/-- The modulus of the Bloch state on the second site of the cell. -/
def ampB (Δ w : ℝ) : ℝ := Real.sqrt ((energy Δ w + Δ) / (2 * energy Δ w))

/-- The Bloch state `u(k) = (a, -b exp(ik))` built from the two site amplitudes. -/
def lowerState (Δ w k : ℝ) : Fin 2 → ℂ :=
  ![(ampA Δ w : ℂ), -(ampB Δ w : ℂ) * Complex.exp ((k : ℂ) * Complex.I)]

/-- The Berry phase of a curve of Bloch states, in the sign convention
`∫ Im⟨u, u'⟩ dk` over the Brillouin zone `[0, 2π]`. -/
def berryPhase (u : ℝ → Fin 2 → ℂ) : ℝ :=
  ∫ k in (0 : ℝ)..(2 * π), (star (u k) ⬝ᵥ deriv u k).im

lemma energy_pos (Δ : ℝ) {w : ℝ} (hw : 0 < w) : 0 < energy Δ w :=
  Real.sqrt_pos.2 (by positivity)

lemma energy_sq (Δ w : ℝ) : energy Δ w ^ 2 = Δ ^ 2 + w ^ 2 :=
  Real.sq_sqrt (by positivity)

lemma phase_unit (x : ℝ) : star (Complex.exp ((x : ℂ) * Complex.I)) *
    Complex.exp ((x : ℂ) * Complex.I) = 1 := by
  rw [Complex.star_def, ← Complex.exp_conj, ← Complex.exp_add]
  simp

lemma phase_deriv {φ : ℝ → ℝ} {d k : ℝ} (h : HasDerivAt φ d k) :
    HasDerivAt (fun x : ℝ => Complex.exp ((φ x : ℂ) * Complex.I))
      (Complex.exp ((φ k : ℂ) * Complex.I) * ((d : ℂ) * Complex.I)) k :=
  (h.ofReal_comp.mul_const Complex.I).cexp

/-- The site weights of the Bloch state, and the two linear relations between its amplitudes. -/
theorem amplitude_relations (Δ : ℝ) {w : ℝ} (hw : 0 < w) :
    ampA Δ w ^ 2 = (energy Δ w - Δ) / (2 * energy Δ w) ∧
    ampB Δ w ^ 2 = (energy Δ w + Δ) / (2 * energy Δ w) ∧
    w * ampB Δ w = (energy Δ w + Δ) * ampA Δ w ∧
    w * ampA Δ w = (energy Δ w - Δ) * ampB Δ w := by
  have hE := energy_pos Δ hw
  have hE2 := energy_sq Δ w
  have hw2 : w ^ 2 = (energy Δ w - Δ) * (energy Δ w + Δ) := by
    linear_combination -hE2
  -- the potential never exceeds the energy scale
  have h1 : 0 < energy Δ w - Δ := by
    by_contra h
    nlinarith [pow_pos hw 2, sq_nonneg (energy Δ w - Δ)]
  have h2 : 0 < energy Δ w + Δ := by
    by_contra h
    nlinarith [pow_pos hw 2, sq_nonneg (energy Δ w + Δ)]
  have hA : ampA Δ w ^ 2 = (energy Δ w - Δ) / (2 * energy Δ w) :=
    Real.sq_sqrt (by positivity)
  have hB : ampB Δ w ^ 2 = (energy Δ w + Δ) / (2 * energy Δ w) :=
    Real.sq_sqrt (by positivity)
  have a0 : 0 ≤ ampA Δ w := Real.sqrt_nonneg _
  have b0 : 0 ≤ ampB Δ w := Real.sqrt_nonneg _
  refine ⟨hA, hB, ?_, ?_⟩
  · refine (sq_eq_sq₀ (by positivity) (by positivity)).1 ?_
    rw [mul_pow, mul_pow, hA, hB, hw2]
    ring
  · refine (sq_eq_sq₀ (by positivity) (by positivity)).1 ?_
    rw [mul_pow, mul_pow, hA, hB, hw2]
    ring

/-- The Bloch state satisfies the eigenvalue equation `H(k) u(k) = -E u(k)`. -/
theorem lowerState_eigen (Δ : ℝ) {w : ℝ} (hw : 0 < w) (k : ℝ) :
    hamiltonian Δ w k *ᵥ lowerState Δ w k = (-(energy Δ w : ℂ)) • lowerState Δ w k := by
  obtain ⟨-, -, h3, h4⟩ := amplitude_relations Δ hw
  have h3c : (w : ℂ) * ampB Δ w = (energy Δ w + Δ) * ampA Δ w := by exact_mod_cast h3
  have h4c : (w : ℂ) * ampA Δ w = (energy Δ w - Δ) * ampB Δ w := by exact_mod_cast h4
  have hee : Complex.exp (-((k : ℂ) * Complex.I)) * Complex.exp ((k : ℂ) * Complex.I) = 1 := by
    rw [← Complex.exp_add, neg_add_cancel, Complex.exp_zero]
  refine funext (Fin.forall_fin_two.2 ⟨?_, ?_⟩)
  · simp only [Matrix.mulVec, dotProduct, Fin.sum_univ_two]
    change (Δ : ℂ) * ampA Δ w + (w : ℂ) * Complex.exp (-((k : ℂ) * Complex.I)) *
      (-(ampB Δ w : ℂ) * Complex.exp ((k : ℂ) * Complex.I)) = -(energy Δ w : ℂ) * ampA Δ w
    linear_combination (-((w : ℂ) * ampB Δ w)) * hee - h3c
  · simp only [Matrix.mulVec, dotProduct, Fin.sum_univ_two]
    change (w : ℂ) * Complex.exp ((k : ℂ) * Complex.I) * ampA Δ w + -(Δ : ℂ) *
      (-(ampB Δ w : ℂ) * Complex.exp ((k : ℂ) * Complex.I)) =
      -(energy Δ w : ℂ) * (-(ampB Δ w : ℂ) * Complex.exp ((k : ℂ) * Complex.I))
    linear_combination Complex.exp ((k : ℂ) * Complex.I) * h4c

/-- The Bloch state is normalised at every `k`. -/
theorem lowerState_unit (Δ : ℝ) {w : ℝ} (hw : 0 < w) (k : ℝ) :
    star (lowerState Δ w k) ⬝ᵥ lowerState Δ w k = 1 := by
  obtain ⟨hA, hB, -, -⟩ := amplitude_relations Δ hw
  have hE := energy_pos Δ hw
  have hs : ampA Δ w ^ 2 + ampB Δ w ^ 2 = 1 := by
    rw [hA, hB, ← add_div, div_eq_one_iff_eq (by positivity)]
    ring
  have hsc : (ampA Δ w : ℂ) ^ 2 + (ampB Δ w : ℂ) ^ 2 = 1 := by exact_mod_cast hs
  have hr : ∀ x : ℝ, star (x : ℂ) = x := Complex.conj_ofReal
  simp only [dotProduct, Fin.sum_univ_two]
  change star (ampA Δ w : ℂ) * ampA Δ w +
    star (-(ampB Δ w : ℂ) * Complex.exp ((k : ℂ) * Complex.I)) *
      (-(ampB Δ w : ℂ) * Complex.exp ((k : ℂ) * Complex.I)) = 1
  simp only [star_mul', star_neg, hr]
  linear_combination (ampB Δ w : ℂ) ^ 2 * phase_unit k + hsc

lemma lowerState_hasDerivAt (Δ w k : ℝ) : HasDerivAt (lowerState Δ w)
    ![0, -(ampB Δ w : ℂ) * (Complex.exp ((k : ℂ) * Complex.I) * Complex.I)] k := by
  have h : HasDerivAt (fun x : ℝ => Complex.exp ((x : ℂ) * Complex.I))
      (Complex.exp ((k : ℂ) * Complex.I) * (((1 : ℝ) : ℂ) * Complex.I)) k :=
    phase_deriv (hasDerivAt_id' k)
  rw [Complex.ofReal_one, one_mul] at h
  refine hasDerivAt_pi.2 (Fin.forall_fin_two.2 ⟨?_, ?_⟩)
  · exact hasDerivAt_const k (ampA Δ w : ℂ)
  · exact h.const_mul (-(ampB Δ w : ℂ))

/-- The overlap `⟨u, u'⟩` is `i` times the weight on the second site, at every `k`. -/
theorem berry_connection (Δ w k : ℝ) :
    star (lowerState Δ w k) ⬝ᵥ deriv (lowerState Δ w) k =
      ((ampB Δ w ^ 2 : ℝ) : ℂ) * Complex.I := by
  have hr : ∀ x : ℝ, star (x : ℂ) = x := Complex.conj_ofReal
  rw [(lowerState_hasDerivAt Δ w k).deriv, Complex.ofReal_pow]
  simp only [dotProduct, Fin.sum_univ_two]
  change star (ampA Δ w : ℂ) * 0 +
    star (-(ampB Δ w : ℂ) * Complex.exp ((k : ℂ) * Complex.I)) *
      (-(ampB Δ w : ℂ) * (Complex.exp ((k : ℂ) * Complex.I) * Complex.I)) = _
  simp only [star_mul', star_neg, hr]
  linear_combination (ampB Δ w : ℂ) ^ 2 * Complex.I * phase_unit k

/-- The Berry phase of the Bloch state is `π (1 + Δ/E)`. -/
theorem berryPhase_lowerState (Δ : ℝ) {w : ℝ} (hw : 0 < w) :
    berryPhase (lowerState Δ w) = π * (1 + Δ / energy Δ w) := by
  have hE := energy_pos Δ hw
  have key : berryPhase (lowerState Δ w) = ∫ _ in (0 : ℝ)..(2 * π), ampB Δ w ^ 2 := by
    refine intervalIntegral.integral_congr (fun k _ => ?_)
    rw [berry_connection, Complex.im_ofReal_mul, Complex.I_im, mul_one]
  rw [key, intervalIntegral.integral_const, smul_eq_mul, (amplitude_relations Δ hw).2.1]
  field_simp
  ring

/-- A change of gauge `exp(iφ(k))` whose phase winds `n` times across the Brillouin zone
shifts the Berry phase by `2πn`. -/
theorem berryPhase_gauge (Δ : ℝ) {w : ℝ} (hw : 0 < w) {φ φ' : ℝ → ℝ}
    (hφ : ∀ k, HasDerivAt φ (φ' k) k) (hc : Continuous φ') (n : ℤ)
    (hn : φ (2 * π) = φ 0 + 2 * π * n) :
    berryPhase (fun k => Complex.exp ((φ k : ℂ) * Complex.I) • lowerState Δ w k) =
      berryPhase (lowerState Δ w) + 2 * π * n := by
  have key : berryPhase (fun k => Complex.exp ((φ k : ℂ) * Complex.I) • lowerState Δ w k) =
      ∫ k in (0 : ℝ)..(2 * π),
        (φ' k + (star (lowerState Δ w k) ⬝ᵥ deriv (lowerState Δ w) k).im) := by
    refine intervalIntegral.integral_congr (fun k _ => ?_)
    have hd : HasDerivAt (fun k => Complex.exp ((φ k : ℂ) * Complex.I) • lowerState Δ w k)
        (Complex.exp ((φ k : ℂ) * Complex.I) • deriv (lowerState Δ w) k +
          (Complex.exp ((φ k : ℂ) * Complex.I) * ((φ' k : ℂ) * Complex.I)) •
            lowerState Δ w k) k :=
      (phase_deriv (hφ k)).smul (lowerState_hasDerivAt Δ w k).differentiableAt.hasDerivAt
    beta_reduce
    rw [hd.deriv, star_smul, smul_dotProduct, dotProduct_add, dotProduct_smul,
      dotProduct_smul, lowerState_unit Δ hw, berry_connection]
    simp only [smul_eq_mul]
    -- the gauge factor has modulus one and leaves only the slope of its phase
    have e : star (Complex.exp ((φ k : ℂ) * Complex.I)) *
        (Complex.exp ((φ k : ℂ) * Complex.I) * (((ampB Δ w ^ 2 : ℝ) : ℂ) * Complex.I) +
          Complex.exp ((φ k : ℂ) * Complex.I) * ((φ' k : ℂ) * Complex.I) * 1) =
        ((φ' k + ampB Δ w ^ 2 : ℝ) : ℂ) * Complex.I := by
      rw [Complex.ofReal_add]
      linear_combination ((((ampB Δ w ^ 2 : ℝ) : ℂ) + (φ' k : ℂ)) * Complex.I) *
        phase_unit (φ k)
    rw [e, Complex.im_ofReal_mul, Complex.im_ofReal_mul, Complex.I_im, mul_one, mul_one]
  have hi : IntervalIntegrable
      (fun k => (star (lowerState Δ w k) ⬝ᵥ deriv (lowerState Δ w) k).im)
      MeasureTheory.volume 0 (2 * π) := by
    simp only [berry_connection]
    exact continuous_const.intervalIntegrable _ _
  rw [key, intervalIntegral.integral_add (hc.intervalIntegrable _ _) hi,
    intervalIntegral.integral_eq_sub_of_hasDerivAt (fun k _ => hφ k)
      (hc.intervalIntegrable _ _), hn]
  unfold berryPhase
  ring

/-- The Berry phase responds to the staggered potential at the rate `π w²/E³`. -/
theorem berryPhase_response (Δ : ℝ) {w : ℝ} (hw : 0 < w) :
    HasDerivAt (fun x => berryPhase (lowerState x w)) (π * (w ^ 2 / energy Δ w ^ 3)) Δ := by
  have hE := energy_pos Δ hw
  have hs : HasDerivAt (fun x => energy x w) (Δ / energy Δ w) Δ := by
    have h := ((hasDerivAt_pow 2 Δ).add_const (w ^ 2)).sqrt (by positivity)
    refine h.congr_deriv ?_
    change _ / (2 * energy Δ w) = _
    norm_num
    field_simp
  rw [show (fun x => berryPhase (lowerState x w)) = fun x => π * (1 + x / energy x w) from
    funext fun x => berryPhase_lowerState x hw]
  refine ((((hasDerivAt_id' Δ).fun_div hs hE.ne').const_add 1).const_mul π).congr_deriv ?_
  have hw2 : w ^ 2 = energy Δ w ^ 2 - Δ ^ 2 := by linear_combination -energy_sq Δ w
  rw [hw2]
  field_simp

/-- As the staggered potential runs over the reals, the Berry phase increases strictly,
from the limit `0` to the limit `2π`. -/
theorem berryPhase_sweep {w : ℝ} (hw : 0 < w) :
    StrictMono (fun Δ => berryPhase (lowerState Δ w)) ∧
    Tendsto (fun Δ => berryPhase (lowerState Δ w)) atBot (𝓝 0) ∧
    Tendsto (fun Δ => berryPhase (lowerState Δ w)) atTop (𝓝 (2 * π)) := by
  refine ⟨strictMono_of_deriv_pos fun Δ => ?_, ?_⟩
  · have hE := energy_pos Δ hw
    rw [(berryPhase_response Δ hw).deriv]
    positivity
  -- for positive potential, Δ/E = 1/√(1 + (w/Δ)²)
  have htop : Tendsto (fun x => x / energy x w) atTop (𝓝 1) := by
    have h0 : Tendsto (fun x : ℝ => w / x) atTop (𝓝 0) :=
      tendsto_const_nhds.div_atTop tendsto_id
    have hcont : Continuous (fun t : ℝ => (Real.sqrt (1 + t ^ 2))⁻¹) :=
      Continuous.inv₀ (by fun_prop) (fun t => (Real.sqrt_pos.2 (by positivity)).ne')
    have h1 : Tendsto (fun x : ℝ => (Real.sqrt (1 + (w / x) ^ 2))⁻¹) atTop
        (𝓝 ((Real.sqrt (1 + (0 : ℝ) ^ 2))⁻¹)) := (hcont.tendsto 0).comp h0
    rw [show (Real.sqrt (1 + (0 : ℝ) ^ 2))⁻¹ = 1 by simp] at h1
    refine h1.congr' ?_
    filter_upwards [eventually_gt_atTop (0 : ℝ)] with x hx
    have hx2 : energy x w = x * Real.sqrt (1 + (w / x) ^ 2) := by
      unfold energy
      rw [show x ^ 2 + w ^ 2 = x ^ 2 * (1 + (w / x) ^ 2) by field_simp,
        Real.sqrt_mul (sq_nonneg x), Real.sqrt_sq hx.le]
    rw [hx2, ← div_div, div_self hx.ne', one_div]
  -- the ratio is odd in the potential
  have hbot : Tendsto (fun x => x / energy x w) atBot (𝓝 (-1)) := by
    refine ((htop.comp tendsto_neg_atBot_atTop).neg).congr (fun x => ?_)
    simp [energy, neg_div]
  simp only [berryPhase_lowerState _ hw]
  constructor
  · have h := (hbot.const_add 1).const_mul π
    rwa [show π * (1 + -1) = 0 by ring] at h
  · have h := (htop.const_add 1).const_mul π
    rwa [show π * (1 + 1) = 2 * π by ring] at h

end

end RiceMelePolarization
```

```lean
#print axioms RiceMelePolarization.lowerState_eigen
-- 'RiceMelePolarization.lowerState_eigen' depends on axioms: [propext, Classical.choice, Quot.sound]
#print axioms RiceMelePolarization.berryPhase_lowerState
-- 'RiceMelePolarization.berryPhase_lowerState' depends on axioms: [propext, Classical.choice, Quot.sound]
#print axioms RiceMelePolarization.berryPhase_gauge
-- 'RiceMelePolarization.berryPhase_gauge' depends on axioms: [propext, Classical.choice, Quot.sound]
#print axioms RiceMelePolarization.berryPhase_sweep
-- 'RiceMelePolarization.berryPhase_sweep' depends on axioms: [propext, Classical.choice, Quot.sound]
```

## How the Lean proof follows the calculation

**Amplitudes.** `amplitude_relations` collects the two weights and the two linear relations. It first shows that E − Δ and E + Δ are positive, by contradiction with `nlinarith`. The lemma `sq_eq_sq₀` then allows the comparison of squares to replace the comparison of nonnegative numbers, as in the derivation above.

**Eigenvector and norm.** `lowerState_eigen` carries the linear relations over to the complex numbers and treats the two components separately. In each, `change` displays the explicit equation and `linear_combination` derives it from the amplitude relation; the first component also uses exp(−ik)exp(ik) = 1. `lowerState_unit` combines a² + b² = 1 with `phase_unit`, which says that a phase factor has modulus one.

**Berry phase.** `lowerState_hasDerivAt` differentiates the state component by component, using the chain rule in `phase_deriv`. `berry_connection` inserts the result and obtains ib². In `berryPhase_lowerState`, `integral_congr` replaces the integrand by the constant b², and `integral_const` evaluates the integral.

**Gauge change.** In `berryPhase_gauge`, the step `hd` is the product rule for exp(iφ)u. The equation `e` cancels the phase factor against its conjugate, which leaves φ′ + b². The integral is split into two parts, and the fundamental theorem of calculus turns the integral of φ′ into φ(2π) − φ(0). Both steps need φ′ to be integrable, which follows from its continuity. The other part of the integrand is constant, and `hi` records that it is integrable.

**Slope and limits.** `berryPhase_response` rewrites the Berry phase by its closed formula and applies the quotient rule, with `hs` as the derivative of E. `berryPhase_sweep` passes the positive slope to `strictMono_of_deriv_pos`. For the upper limit, it takes the limit of 1/√(1 + (w/Δ)²) and uses `congr'` to transfer it to Δ/E, since the two expressions need to agree only for positive Δ. The lower limit `hbot` comes from `htop` by replacing Δ with −Δ.
